# No rotation of an even into an odd orbital raises the Pipek-Mezey functional if the symmetry commutes with every atomic population matrix

The Pipek-Mezey functional of a set of real orbitals is the sum, over all orbitals and atoms, of the squared population of the orbital on the atom, and localisation looks for orbitals that make it large. Below, an orbital is a vector of real basis-set coefficients, each atom has a population matrix, and two orbitals of opposite parity under a symmetry operation with an orthogonal matrix, such as a σ and a π orbital of a planar molecule, are rotated into each other.

```lean
import Mathlib

open Matrix

namespace PipekMezeySigmaPi

noncomputable section

variable {n ι α : Type*} [Fintype n] [DecidableEq n] [Fintype ι] [DecidableEq ι] [Fintype α]

/-- The population of the orbital `c` described by the population matrix `Q` of one atom. -/
def population (Q : Matrix n n ℝ) (c : n → ℝ) : ℝ := c ⬝ᵥ (Q *ᵥ c)

/-- The contribution of one orbital to the Pipek-Mezey functional: the sum over atoms of
its squared populations. -/
def orbitalMeasure (Q : α → Matrix n n ℝ) (c : n → ℝ) : ℝ :=
  ∑ A, population (Q A) c ^ 2

/-- The Pipek-Mezey functional of a set of orbitals. -/
def pipekMezey (Q : α → Matrix n n ℝ) (c : ι → n → ℝ) : ℝ :=
  ∑ k, orbitalMeasure Q (c k)

/-- The orbital set after rotating two distinct orbitals `i` and `j` into each other by the
angle `θ`; all other orbitals are kept. -/
def rotatePair (c : ι → n → ℝ) (i j : ι) (θ : ℝ) : ι → n → ℝ := fun k =>
  if k = i then Real.cos θ • c i + Real.sin θ • c j
  else if k = j then (-Real.sin θ) • c i + Real.cos θ • c j
  else c k

/-- If an orthogonal symmetry operation commutes with a population matrix, the cross
populations between an even and an odd orbital vanish. -/
theorem cross_population_eq_zero {R Q : Matrix n n ℝ} {u v : n → ℝ}
    (hR : Rᵀ * R = 1) (hQ : R * Q = Q * R) (hu : R *ᵥ u = u) (hv : R *ᵥ v = -v) :
    u ⬝ᵥ (Q *ᵥ v) = 0 ∧ v ⬝ᵥ (Q *ᵥ u) = 0 := by
  -- an orthogonal matrix preserves dot products
  have key : ∀ x y : n → ℝ, (R *ᵥ x) ⬝ᵥ (R *ᵥ y) = x ⬝ᵥ y := by
    intro x y
    rw [← Matrix.vecMul_transpose R x, Matrix.dotProduct_mulVec, Matrix.vecMul_vecMul,
      hR, Matrix.vecMul_one]
  have hc : ∀ x : n → ℝ, R *ᵥ (Q *ᵥ x) = Q *ᵥ (R *ᵥ x) := by
    intro x
    rw [Matrix.mulVec_mulVec, Matrix.mulVec_mulVec, hQ]
  -- each cross population equals its own negative
  have h1 := key u (Q *ᵥ v)
  have h2 := key v (Q *ᵥ u)
  rw [hc, hu, hv, Matrix.mulVec_neg, dotProduct_neg] at h1
  rw [hc, hu, hv, neg_dotProduct] at h2
  constructor <;> linarith

omit [DecidableEq n] in
/-- When both cross populations of two orbitals vanish, the population of a mixture is the
sum of their populations weighted by the squared mixing coefficients. -/
theorem population_mix {Q : Matrix n n ℝ} {u v : n → ℝ}
    (h : u ⬝ᵥ (Q *ᵥ v) = 0 ∧ v ⬝ᵥ (Q *ᵥ u) = 0) (a b : ℝ) :
    population Q (a • u + b • v) = a ^ 2 * population Q u + b ^ 2 * population Q v := by
  simp only [population, Matrix.mulVec_add, Matrix.mulVec_smul, dotProduct_add,
    add_dotProduct, smul_dotProduct, dotProduct_smul, smul_eq_mul]
  linear_combination (a * b) * h.1 + (a * b) * h.2

/-- Let an orthogonal symmetry operation commute with all population matrices, and let
orbital `i` be even and orbital `j` odd under it. Rotating them by `θ` lowers the Pipek-Mezey
functional by `sin² 2θ / 2` times the summed squared differences of their populations. -/
theorem pipekMezey_rotatePair {R : Matrix n n ℝ} {Q : α → Matrix n n ℝ} {c : ι → n → ℝ}
    {i j : ι} (hij : i ≠ j) (hR : Rᵀ * R = 1) (hQ : ∀ A, R * Q A = Q A * R)
    (hi : R *ᵥ c i = c i) (hj : R *ᵥ c j = -c j) (θ : ℝ) :
    pipekMezey Q (rotatePair c i j θ) = pipekMezey Q c -
      Real.sin (2 * θ) ^ 2 / 2 *
        ∑ A, (population (Q A) (c i) - population (Q A) (c j)) ^ 2 := by
  -- the loss of the rotated pair, atom by atom
  have pair : orbitalMeasure Q (Real.cos θ • c i + Real.sin θ • c j) +
      orbitalMeasure Q ((-Real.sin θ) • c i + Real.cos θ • c j) =
      orbitalMeasure Q (c i) + orbitalMeasure Q (c j) - Real.sin (2 * θ) ^ 2 / 2 *
        ∑ A, (population (Q A) (c i) - population (Q A) (c j)) ^ 2 := by
    unfold orbitalMeasure
    rw [Finset.mul_sum, ← Finset.sum_add_distrib, ← Finset.sum_add_distrib,
      ← Finset.sum_sub_distrib]
    refine Finset.sum_congr rfl fun A _ => ?_
    have h0 := cross_population_eq_zero hR (hQ A) hi hj
    rw [population_mix h0, population_mix h0, Real.sin_two_mul]
    linear_combination (Real.sin θ ^ 2 + Real.cos θ ^ 2 + 1) *
      (population (Q A) (c i) ^ 2 + population (Q A) (c j) ^ 2) * Real.sin_sq_add_cos_sq θ
  -- only the orbitals `i` and `j` change their contribution
  have hk : ∀ k, orbitalMeasure Q (rotatePair c i j θ k) = orbitalMeasure Q (c k) +
      (if k = i then orbitalMeasure Q (Real.cos θ • c i + Real.sin θ • c j) -
        orbitalMeasure Q (c i) else 0) +
      (if k = j then orbitalMeasure Q ((-Real.sin θ) • c i + Real.cos θ • c j) -
        orbitalMeasure Q (c j) else 0) := by
    intro k
    by_cases h1 : k = i
    · simp [rotatePair, h1, hij]
    · by_cases h2 : k = j
      · simp [rotatePair, h2, hij.symm]
      · simp [rotatePair, h1, h2]
  unfold pipekMezey
  simp only [hk, Finset.sum_add_distrib, Finset.sum_ite_eq', Finset.mem_univ, if_true]
  linarith

/-- If an orthogonal symmetry operation commutes with all population matrices, no rotation mixing an
even with an odd orbital increases the Pipek-Mezey functional. -/
theorem sigma_pi_separation {R : Matrix n n ℝ} {Q : α → Matrix n n ℝ} {c : ι → n → ℝ}
    {i j : ι} (hij : i ≠ j) (hR : Rᵀ * R = 1) (hQ : ∀ A, R * Q A = Q A * R)
    (hi : R *ᵥ c i = c i) (hj : R *ᵥ c j = -c j) (θ : ℝ) :
    pipekMezey Q (rotatePair c i j θ) ≤ pipekMezey Q c := by
  rw [pipekMezey_rotatePair hij hR hQ hi hj]
  have h : 0 ≤ ∑ A, (population (Q A) (c i) - population (Q A) (c j)) ^ 2 :=
    Finset.sum_nonneg fun A _ => sq_nonneg _
  exact sub_le_self _ (mul_nonneg (by positivity) h)

/-- Under the same symmetry conditions, a rotation of an even and an odd orbital leaves the
functional unchanged exactly when `sin 2θ = 0` or both have equal populations on every atom. -/
theorem rotation_neutral_iff {R : Matrix n n ℝ} {Q : α → Matrix n n ℝ} {c : ι → n → ℝ}
    {i j : ι} (hij : i ≠ j) (hR : Rᵀ * R = 1) (hQ : ∀ A, R * Q A = Q A * R)
    (hi : R *ᵥ c i = c i) (hj : R *ᵥ c j = -c j) (θ : ℝ) :
    pipekMezey Q (rotatePair c i j θ) = pipekMezey Q c ↔
      Real.sin (2 * θ) = 0 ∨ ∀ A, population (Q A) (c i) = population (Q A) (c j) := by
  rw [pipekMezey_rotatePair hij hR hQ hi hj]
  constructor
  · intro h
    have h0 : Real.sin (2 * θ) ^ 2 *
        ∑ A, (population (Q A) (c i) - population (Q A) (c j)) ^ 2 = 0 := by linarith
    rcases mul_eq_zero.mp h0 with h1 | h1
    · exact Or.inl (pow_eq_zero_iff two_ne_zero |>.mp h1)
    · right
      intro A
      have h2 := (Finset.sum_eq_zero_iff_of_nonneg (fun A _ => sq_nonneg _)).mp h1 A
        (Finset.mem_univ A)
      exact sub_eq_zero.mp (pow_eq_zero_iff two_ne_zero |>.mp h2)
  · rintro (h | h) <;> simp [h]

/-- Reflection in the molecular plane for two sigma and two pi basis functions. -/
def planeReflection : Matrix (Fin 4) (Fin 4) ℝ := diagonal ![1, 1, -1, -1]

/-- Population matrices of two atoms, each carrying one sigma and one pi basis function. -/
def diatomicQ (A : Fin 2) : Matrix (Fin 4) (Fin 4) ℝ :=
  diagonal ((![![1, 0, 1, 0], ![0, 1, 0, 1]] : Fin 2 → Fin 4 → ℝ) A)

/-- The plane reflection of the diatomic model meets the symmetry conditions, with an
orthonormal pair of polarised sigma and pi orbitals whose populations on the first atom
differ. -/
theorem sigma_pi_separation_witness :
    planeReflectionᵀ * planeReflection = 1 ∧
    (∀ A, planeReflection * diatomicQ A = diatomicQ A * planeReflection) ∧
    planeReflection *ᵥ ![3/5, 4/5, 0, 0] = ![3/5, 4/5, 0, 0] ∧
    planeReflection *ᵥ ![0, 0, 4/5, 3/5] = -![0, 0, 4/5, 3/5] ∧
    (![3/5, 4/5, 0, 0] : Fin 4 → ℝ) ⬝ᵥ ![3/5, 4/5, 0, 0] = 1 ∧
    (![0, 0, 4/5, 3/5] : Fin 4 → ℝ) ⬝ᵥ ![0, 0, 4/5, 3/5] = 1 ∧
    (![3/5, 4/5, 0, 0] : Fin 4 → ℝ) ⬝ᵥ ![0, 0, 4/5, 3/5] = 0 ∧
    population (diatomicQ 0) ![3/5, 4/5, 0, 0] ≠
      population (diatomicQ 0) ![0, 0, 4/5, 3/5] := by
  refine ⟨?_, ?_, ?_, ?_, ?_, ?_, ?_, ?_⟩
  · unfold planeReflection
    rw [Matrix.diagonal_transpose, Matrix.diagonal_mul_diagonal, ← Matrix.diagonal_one]
    congr 1
    ext i
    fin_cases i <;> simp
  · intro A
    unfold planeReflection diatomicQ
    rw [Matrix.diagonal_mul_diagonal, Matrix.diagonal_mul_diagonal]
    congr 1
    ext i
    exact mul_comm _ _
  · ext i
    fin_cases i <;> simp [planeReflection, Matrix.mulVec_diagonal]
  · ext i
    fin_cases i <;> simp [planeReflection, Matrix.mulVec_diagonal]
  · norm_num [dotProduct, Fin.sum_univ_succ]
  · norm_num [dotProduct, Fin.sum_univ_succ]
  · norm_num [dotProduct, Fin.sum_univ_succ]
  · norm_num [population, diatomicQ, dotProduct, Matrix.mulVec_diagonal, Fin.sum_univ_succ]

/-- For two atoms with one basis function each, the two functions being orthonormal, rotating the
normalised in-phase and out-of-phase combinations by `π/4` raises the Pipek-Mezey functional from 1
to 2. -/
theorem same_symmetry_rotation_gains :
    pipekMezey ![!![1, 0; 0, 0], !![0, 0; 0, 1]]
      ![![√2 / 2, √2 / 2], ![-(√2 / 2), √2 / 2]] = 1 ∧
    pipekMezey ![!![1, 0; 0, 0], !![0, 0; 0, 1]]
      (rotatePair ![![√2 / 2, √2 / 2], ![-(√2 / 2), √2 / 2]] 0 1 (Real.pi / 4)) = 2 := by
  have hs : (√2 / 2) ^ 2 = (1 / 2 : ℝ) := by
    rw [div_pow, Real.sq_sqrt (by norm_num)]
    norm_num
  unfold rotatePair
  rw [Real.cos_pi_div_four, Real.sin_pi_div_four]
  -- only the square of the common coefficient matters
  generalize √2 / 2 = s at *
  constructor
  · simp [pipekMezey, orbitalMeasure, population, Matrix.mulVec, dotProduct,
      Fin.sum_univ_two]
    linear_combination (4 * s ^ 2 + 2) * hs
  · simp [pipekMezey, orbitalMeasure, population, Matrix.mulVec, dotProduct,
      Fin.sum_univ_two]
    linear_combination 32 * (s ^ 2 + 1 / 2) * (s ^ 4 + 1 / 4) * hs

end

end PipekMezeySigmaPi
```

```lean
#print axioms PipekMezeySigmaPi.pipekMezey_rotatePair
#print axioms PipekMezeySigmaPi.sigma_pi_separation
#print axioms PipekMezeySigmaPi.rotation_neutral_iff
#print axioms PipekMezeySigmaPi.same_symmetry_rotation_gains
```

```
'PipekMezeySigmaPi.pipekMezey_rotatePair' depends on axioms: [propext, Classical.choice, Quot.sound]
'PipekMezeySigmaPi.sigma_pi_separation' depends on axioms: [propext, Classical.choice, Quot.sound]
'PipekMezeySigmaPi.rotation_neutral_iff' depends on axioms: [propext, Classical.choice, Quot.sound]
'PipekMezeySigmaPi.same_symmetry_rotation_gains' depends on axioms: [propext, Classical.choice, Quot.sound]
```

## Populations, the functional and the rotated pair

Let $c_k$ be the coefficient vector of orbital $k$ and $Q^A$ the population matrix of atom $A$. The population of orbital $k$ on atom $A$ and the functional are

$$q_k^A = c_k \cdot Q^A c_k, \qquad L = \sum_k \sum_A (q_k^A)^2 .$$

In Lean these are `population` and `pipekMezey`; the inner sum for one orbital is called `orbitalMeasure`, which is not a textbook name. The types `n`, `ι` and `α` label basis functions, orbitals and atoms, so `n` is an index set and not a number. All three are finite.

`rotatePair c i j θ` replaces two orbitals and keeps the rest:

$$c_i' = \cos\theta\, c_i + \sin\theta\, c_j, \qquad c_j' = -\sin\theta\, c_i + \cos\theta\, c_j .$$

The symmetry operation is a matrix $R$ acting on coefficient vectors. The main theorems assume:

- `hij`: the two orbital labels are different.
- `hR`: $R^T R = 1$, so $R$ is orthogonal.
- `hQ`: $R Q^A = Q^A R$ for every atom.
- `hi` and `hj`: $R c_i = c_i$ and $R c_j = -c_j$, so orbital $i$ is even and orbital $j$ is odd.

Under these assumptions `pipekMezey_rotatePair` gives the exact change of the functional of the whole orbital set,

$$L(\theta) = L(0) - \tfrac12 \sin^2(2\theta) \sum_A (q_i^A - q_j^A)^2 .$$

`sigma_pi_separation` draws the conclusion $L(\theta) \le L(0)$ for every angle. `rotation_neutral_iff` says that equality holds exactly when $\sin 2\theta = 0$ or the two orbitals have the same population on every atom.

The orbitals need not be normalised, the $Q^A$ need not be symmetric, and $R^2 = 1$ is not required. Orthogonality of the orbitals is not assumed either. The opposite parities give $c_i \cdot c_j = 0$, which is orthogonality of the two orbitals if the basis is orthonormal. In a basis with overlap matrix $S$ the condition is $c_i \cdot S c_j = 0$, and it follows in the same way if $R$ commutes with $S$. The other orbitals are arbitrary. The usual case, with orthonormal orbitals, symmetric population matrices and a reflection, is included.

## Planar molecules and the role of the commutation condition

In a planar molecule, $R$ is the reflection in the molecular plane. It leaves every atom in place, and this is the physical content of `hQ`: the operation must respect each atom's share of the charge separately.

The theorems take $R$ and the $Q^A$ as given matrices. The step from a real molecule to these matrices is an argument about the basis set. Take atom-centred real functions, each even or odd under the reflection. Then $R$ is diagonal with entries $\pm 1$, and the overlap matrix $S$ has no elements between even and odd functions, so $R$ commutes with $S$. It also commutes with the diagonal matrix $P_A$ that selects the functions on atom $A$. Hence it commutes with the Mulliken matrix $\frac12(P_A S + S P_A)$. For Löwdin populations, with coefficients in the symmetrically orthogonalised basis, $Q^A = P_A$ and the same holds.

For localisation by successive pair rotations, the result means that a step mixing one real σ with one real π orbital, both still of pure symmetry, gains nothing. The phrase "σ-π separation" often refers to the outcome of a complete localisation, where the final orbitals are all of σ or π type. That is a stronger statement than the one here, which compares a set containing a pure even and a pure odd orbital with the set after one rotation of that pair.

The equality case matters for double bonds. If a σ and a π orbital each have population $\frac12$ on the same two atoms and none elsewhere, the functional has no preference between this pair and the two bent bonds obtained by mixing them.

## Why the mixed orbitals lose

**The cross populations vanish.** Since $R$ is orthogonal, $(Rx)\cdot(Ry) = x \cdot R^T R y = x \cdot y$ for all vectors $x, y$. Together with the commutation condition this gives

$$c_i \cdot Q^A c_j = (R c_i)\cdot(R Q^A c_j) = c_i \cdot Q^A (R c_j) = -\,c_i \cdot Q^A c_j ,$$

so $c_i \cdot Q^A c_j = 0$. In the same way,

$$c_j \cdot Q^A c_i = (R c_j)\cdot(Q^A R c_i) = -\,c_j \cdot Q^A c_i = 0 .$$

Both are needed because $Q^A$ may be non-symmetric.

**Populations are averaged.** For real numbers $a$ and $b$, expanding the population of $a c_i + b c_j$ gives

$$a^2 q_i^A + ab\,(c_i \cdot Q^A c_j + c_j \cdot Q^A c_i) + b^2 q_j^A = a^2 q_i^A + b^2 q_j^A .$$

With $p = \cos^2\theta$ and $s = \sin^2\theta$, the rotated orbitals therefore have populations

$$q_i'^A = p\,q_i^A + s\,q_j^A, \qquad q_j'^A = s\,q_i^A + p\,q_j^A .$$

**Averaging lowers the sum of squares.** Squaring and adding gives

$$(q_i'^A)^2 + (q_j'^A)^2 = (p^2+s^2)\left[(q_i^A)^2 + (q_j^A)^2\right] + 4ps\,q_i^A q_j^A .$$

Because $p + s = 1$, we have $p^2 + s^2 = 1 - 2ps$, and the right-hand side becomes

$$(q_i^A)^2 + (q_j^A)^2 - 2ps\,(q_i^A - q_j^A)^2 .$$

Finally $2ps = 2\sin^2\theta\cos^2\theta = \frac12\sin^2 2\theta$. Summing over atoms gives the loss of the pair. The other orbitals are unchanged, so this is also the loss of $L$.

**Sign and equality.** The loss is a product of non-negative factors, so $L$ cannot rise. It is zero exactly when $\sin 2\theta = 0$ or the sum of squares is zero, and the latter requires $q_i^A = q_j^A$ for every $A$.

## The same steps in Lean

`cross_population_eq_zero` proves the first step. Its local statement `key` is the preservation of dot products, and `hc` moves $R$ past $Q$. After rewriting with the parities, each cross population equals its own negative, and `linarith` concludes that it is zero. `population_mix` expands the bilinear form; its `linear_combination` removes the two cross terms, each with weight $ab$.

In `pipekMezey_rotatePair`, the statement `pair` treats the two rotated orbitals. The sums over atoms are merged, so that one identity per atom remains. After the double-angle formula is inserted, the two sides differ by

$$\left[(p+s)^2 - 1\right]\left[(q_i^A)^2 + (q_j^A)^2\right].$$

The factor $(p+s)^2 - 1 = (p+s+1)(p+s-1)$ explains the coefficient given to `linear_combination`, which multiplies the relation $\sin^2\theta + \cos^2\theta = 1$.

The statement `hk` writes the contribution of any orbital $k$ after the rotation as its old value plus a correction if $k = i$ and another if $k = j$. Summing over $k$ picks out each correction once, and `pair` supplies their total.

`sigma_pi_separation` then subtracts a non-negative quantity. `rotation_neutral_iff` splits the vanishing product into its factors and uses the fact that a sum of squares is zero only if every term is.

## A polarised σ and π pair in numbers

`sigma_pi_separation_witness` confirms that the symmetry conditions can be met by an orthonormal pair with unequal populations. The model has two atoms, each with one σ and one π function, all orthonormal. The order is σ on the first atom, σ on the second, π on the first, π on the second. `planeReflection` changes the sign of the π functions; its plane contains the bond axis. The orbitals are

$$c_\sigma = (\tfrac35, \tfrac45, 0, 0), \qquad c_\pi = (0, 0, \tfrac45, \tfrac35).$$

Their populations on the two atoms are $(\frac{9}{25}, \frac{16}{25})$ and $(\frac{16}{25}, \frac{9}{25})$. If they are the only orbitals in the set,

$$L(0) = 2 \cdot \frac{81 + 256}{625} = \frac{674}{625} = 1.0784 .$$

The summed squared difference is $2\,(7/25)^2 = 98/625$. At $\theta = \pi/4$ the formula predicts a loss of half this amount, $49/625$, and hence $L = 625/625 = 1$. Directly, both mixed orbitals have population $\frac12$ on each atom, which gives $4 \cdot \frac14 = 1$ as well.

## A rotation that does gain

`same_symmetry_rotation_gains` takes two atoms with one basis function each, again orthonormal, and the in-phase and out-of-phase combinations

$$\tfrac{1}{\sqrt2}(1, 1), \qquad \tfrac{1}{\sqrt2}(-1, 1).$$

All four populations are $\frac12$, so $L = 1$. Rotation by $\pi/4$ gives $(0, 1)$ and $(-1, 0)$, each located on one atom, and $L = 2$. The Lean proof replaces the common coefficient $\sqrt2/2$ by a variable and reduces both values to polynomial identities that follow from its square being $\frac12$.

If the basis functions are s functions of the same kind, both combinations are even under a reflection in a plane through the bond axis. They do have opposite parity under the operation that exchanges the atoms, but that operation turns one population matrix into the other instead of commuting with each. It is therefore not enough for $R$ to permute the atomic population matrices among themselves.
